# Weighted by 2S+1, the multiplet numbers W(N−d,d) add up to C(2n,N)

A determinant is represented here by its occupations alone: one subset of the n spatial orbitals for the spin-up electrons and one for the spin-down electrons. Amplitudes, signs and spin operators are left out, which turns the claim into a statement about finite sets. For u spin-up and d spin-down electrons, define the integer

W(u,d) = C(n,u) C(n,d) − C(n,u+1) C(n,d−1),

where the last product is zero when d = 0. The claim is that, for all n and N,

Σ_{2d ≤ N} (N−2d+1) W(N−d,d) = C(2n,N).

The physical reading comes from the theory of angular momentum. A multiplet of spin S has one state for each M = −S, …, S. The sector with d spin-down electrons has M = N/2 − d, so for M ≥ 0 the space spanned by its determinants has a basis with one state from every multiplet with S ≥ M. Subtracting the size of the sector with M + 1 leaves the number of multiplets with S = M, which is W(N−d,d), and each of them has 2S+1 = N−2d+1 states. This reading is an interpretation of W; the Lean theorems concern the numbers and the sets of determinants.

In full configuration interaction over n spatial orbitals, with a Hamiltonian that commutes with the total spin, W(N−d,d) is thus the dimension of the spin-adapted problem for S = N/2 − d and any one fixed M between −S and S, before spatial symmetry is used.

## Folding the sectors by spin flip

Write s(d) = C(n,N−d) C(n,d) for the size of the sector with d spin-down electrons, and set s(−1) = 0. Choosing N of the 2n spin orbitals means choosing d of one kind and N−d of the other, so Vandermonde's identity gives

Σ_{d=0}^{N} s(d) = C(2n,N).

By definition W(N−k,k) = s(k) − s(k−1). The sum of these differences up to k = d is s(d). With the weights included, s(k) for k < m receives the coefficient (N−2k+1) − (N−2k−1) = 2, hence for m ≤ N

Σ_{k=0}^{m} (N−2k+1) W(N−k,k) = (N−2m+1) s(m) + 2 Σ_{k<m} s(k).

Exchanging up and down spins gives s(N−d) = s(d). Now let m be the integer part of N/2.

- If N = 2m, the boundary coefficient is 1. The right side is s(m) + 2 Σ_{k<m} s(k), where the middle sector is counted once and every other sector is paired with its mirror image.
- If N = 2m+1, the coefficient is 2. The right side is 2 Σ_{k≤m} s(k), and all sectors are paired.

Both expressions equal the full sum of s(d), which is C(2n,N).

For three electrons in three orbitals, s(0) = 1 and s(1) = 3·3 = 9, so W(3,0) = 1 and W(2,1) = 8. One quartet and eight doublets give 4·1 + 2·8 = 20 = C(6,3).

## A product formula for W

Let A = C(n+1,u+1) and B = C(n+1,d). For d ≥ 1, Pascal's rule gives C(n,d) = B − C(n,d−1) and C(n,u+1) = A − C(n,u). Inserting both into W, the mixed products cancel:

W(u,d) = C(n,u) B − A C(n,d−1).

Since (n+1) C(n,k) = (k+1) C(n+1,k+1), multiplication by n+1 yields

(n+1) W(u,d) = (u+1) A B − d A B = (u−d+1) A B.

For d = 0 the same absorption rule gives the result directly. The right side is nonnegative when d ≤ u+1, and therefore so is W. Every term of the main sum has d ≤ N−d and lies in this range.

## Determinants and sectors in Lean

```lean
import Mathlib

open Finset

namespace SpinMultipletCounting
```

The type `Det n` is the pair of occupied sets, with `Fin n` labelling the orbitals.

```lean
/-- A determinant over `n` spatial orbitals: the set of orbitals occupied by spin-up electrons
and the set occupied by spin-down electrons. -/
abbrev Det (n : ℕ) := Finset (Fin n) × Finset (Fin n)
```

Fixing the total electron number selects `determinants n N`; fixing both spin populations selects a sector.

```lean
/-- All determinants with `N` electrons. -/
def determinants (n N : ℕ) : Finset (Det n) :=
  univ.filter (fun D => D.1.card + D.2.card = N)

/-- The determinants with `u` spin-up and `d` spin-down electrons. -/
def sector (n u d : ℕ) : Finset (Det n) :=
  univ.filter (fun D => D.1.card = u ∧ D.2.card = d)
```

The function `multiplets` takes values in ℤ because W can be negative when d > u + 1: for n = 2, W(0,2) = 1 − 4 = −3. The definition by cases removes the second product at d = 0.

```lean
/-- The multiplet number `W(u,d) = C(n,u) C(n,d) - C(n,u+1) C(n,d-1)`, where the last product
is absent for `d = 0`. -/
def multiplets (n u : ℕ) : ℕ → ℤ
  | 0 => n.choose u * n.choose 0
  | d + 1 => n.choose u * n.choose (d + 1) - n.choose (u + 1) * n.choose d
```

A sector is a product of two families of subsets of fixed size, and its cardinality is the product of their binomial coefficients.

```lean
/-- There are `C(n,u) C(n,d)` determinants with `u` spin-up and `d` spin-down electrons. -/
theorem card_sector (n u d : ℕ) :
    (sector n u d).card = n.choose u * n.choose d := by
  have h : sector n u d =
      powersetCard u (univ : Finset (Fin n)) ×ˢ powersetCard d (univ : Finset (Fin n)) := by
    ext D
    simp [sector, Finset.mem_powersetCard]
  rw [h, Finset.card_product]
  simp [Finset.card_powersetCard]
```

The next lemma sorts the N-electron determinants by `D.2.card`, the number of spin-down electrons. Each class is a sector.

```lean
/-- The `N`-electron determinants are counted by adding up the sectors with `d` spin-down and
`N - d` spin-up electrons. -/
theorem card_determinants_eq_sum (n N : ℕ) :
    (determinants n N).card = ∑ d ∈ range (N + 1), n.choose (N - d) * n.choose d := by
  have h := Finset.card_eq_sum_card_fiberwise (f := fun D : Det n => D.2.card)
    (s := determinants n N) (t := range (N + 1)) (by
      intro D hD
      simp [determinants] at hD ⊢
      omega)
  rw [h]
  apply Finset.sum_congr rfl
  intro d hd
  have hd' := Finset.mem_range.1 hd
  rw [← card_sector]
  refine congrArg Finset.card ?_
  ext D
  simp only [determinants, sector, Finset.mem_filter, Finset.mem_univ, true_and]
  omega
```

Vandermonde's identity, `Nat.add_choose_eq` in Mathlib, then gives the closed form.

```lean
/-- There are `C(2n,N)` determinants of `N` electrons in `n` spatial orbitals. -/
theorem card_determinants (n N : ℕ) :
    (determinants n N).card = (2 * n).choose N := by
  -- Vandermonde's identity for the two spin species
  rw [card_determinants_eq_sum, two_mul, Nat.add_choose_eq,
    Finset.Nat.sum_antidiagonal_eq_sum_range_succ_mk]
  exact Finset.sum_congr rfl (fun d _ => mul_comm _ _)
```

## Partial sums and the mirror image

The unweighted sum of W recovers each sector, by induction on `d`. For 2d ≤ N this is the count of one state per multiplet; the main theorem does not use it.

```lean
/-- For `d ≤ N`, the multiplet numbers `W(N-k,k)` with `k ≤ d` add up to the number of determinants
with `N - d` spin-up and `d` spin-down electrons. -/
theorem sum_multiplets_eq_card_sector (n N d : ℕ) (hd : d ≤ N) :
    ∑ k ∈ range (d + 1), multiplets n (N - k) k = (sector n (N - d) d).card := by
  rw [card_sector]
  induction d with
  | zero => simp [multiplets]
  | succ d ih =>
    have e : N - (d + 1) + 1 = N - d := by omega
    rw [Finset.sum_range_succ _ (d + 1), ih (by omega)]
    simp only [multiplets, e]
    push_cast
    ring
```

The weighted version is the summation by parts above. In the induction step, `e` identifies the subtracted product with the previous sector, and `ring` collects the coefficients.

```lean
/-- Summation by parts: multiplet numbers weighted by `N - 2k + 1` reduce to a boundary term
plus twice the sizes of the lower sectors. -/
theorem weighted_partial_sum (n N m : ℕ) (hm : m ≤ N) :
    ∑ k ∈ range (m + 1), ((N : ℤ) - 2 * k + 1) * multiplets n (N - k) k
      = ((N : ℤ) - 2 * m + 1) * (n.choose (N - m) * n.choose m)
        + 2 * ∑ k ∈ range m, (n.choose (N - k) * n.choose k : ℤ) := by
  induction m with
  | zero => simp [multiplets]
  | succ m ih =>
    have e : N - (m + 1) + 1 = N - m := by omega
    rw [Finset.sum_range_succ _ (m + 1), ih (by omega), Finset.sum_range_succ _ m]
    simp only [multiplets, e]
    push_cast
    ring
```

The folding lemma cuts the full sum after `m`, leaving `p` upper sectors. The proof turns on `Finset.sum_range_reflect`, which says that a sum over `range p` is unchanged when the index j is replaced by p−1−j. The upper sector with m+1+x spin-down electrons is matched with the lower sector with p−1−x. The equations `e1` and `e2` check that their spin populations are exchanged, and `mul_comm` supplies the equality of sizes. Subtraction of natural numbers stops at zero, so `e2` relies on the bound x < p taken from the range.

```lean
/-- For `N = m + p`, the sum of all sector sizes `C(n,N-k) C(n,k)` is the sum over `k ≤ m` plus the
sum over `k < p`. -/
theorem spin_flip_fold (n N m p : ℕ) (hN : N = m + p) :
    ∑ k ∈ range (N + 1), n.choose (N - k) * n.choose k
      = ∑ k ∈ range (m + 1), n.choose (N - k) * n.choose k
        + ∑ k ∈ range p, n.choose (N - k) * n.choose k := by
  subst hN
  rw [show m + p + 1 = (m + 1) + p by omega, Finset.sum_range_add]
  congr 1
  -- exchanging up and down spins reverses the order of the upper sectors
  refine Eq.trans ?_ (Finset.sum_range_reflect _ p)
  apply Finset.sum_congr rfl
  intro x hx
  have hx' := Finset.mem_range.1 hx
  have e1 : m + p - (m + 1 + x) = p - 1 - x := by omega
  have e2 : m + p - (p - 1 - x) = m + 1 + x := by omega
  simp only [e1, e2]
  exact mul_comm _ _
```

## The sum over multiplets

In the main theorem, `range (N / 2 + 1)` uses integer division and contains exactly the d with 2d ≤ N. The weight is computed in ℤ. The two conjuncts say that the weighted sum equals the number of determinants, and that this number is C(2n,N).

The proof applies the summation by parts at `N / 2` and splits by parity. It folds with p = m for even N and p = m+1 for odd N. In each case `linear_combination` inserts the value of N into the boundary coefficient.

```lean
/-- The multiplet numbers `W(N-d,d)` with `2d ≤ N`, each weighted by `N - 2d + 1`, add up to the
number of `N`-electron determinants, which is `C(2n,N)`. -/
theorem multiplets_exhaust_determinants (n N : ℕ) :
    ∑ d ∈ range (N / 2 + 1), ((N : ℤ) - 2 * d + 1) * multiplets n (N - d) d
        = (determinants n N).card
      ∧ (determinants n N).card = (2 * n).choose N := by
  refine ⟨?_, card_determinants n N⟩
  rw [weighted_partial_sum n N (N / 2) (by omega), card_determinants_eq_sum]
  obtain ⟨m, hm | hm⟩ := N.even_or_odd'
  · -- even N: the sector with equal spin numbers is its own mirror image
    have h2 : N / 2 = m := by omega
    have hc : (N : ℤ) = 2 * m := by exact_mod_cast hm
    rw [h2, spin_flip_fold n N m m (by omega), Finset.sum_range_succ _ m]
    push_cast
    linear_combination ((n.choose (N - m) : ℤ) * n.choose m) * hc
  · -- odd N: the sectors pair off completely
    have h2 : N / 2 = m := by omega
    have hc : (N : ℤ) = 2 * m + 1 := by exact_mod_cast hm
    rw [h2, spin_flip_fold n N m (m + 1) (by omega), Finset.sum_range_succ _ m]
    push_cast
    linear_combination ((n.choose (N - m) : ℤ) * n.choose m) * hc
```

## The product formula and the sign of W in Lean

The local facts `absorb` and `pascal` are the two binomial rules used by hand. Stating the formula with the factor n+1 on the left avoids division. The theorem is named after Weyl's dimension formula for irreducible representations, which for U(n) and a Young diagram with columns of lengths u and d (d ≤ u ≤ n) gives the number W(u,d). Only the binomial identity is proved here.

```lean
/-- Product formula for the multiplet number, without division: `(n+1) W(u,d) = (u-d+1) C(n+1,u+1)
C(n+1,d)`. -/
theorem weyl_dimension_formula (n u d : ℕ) :
    ((n : ℤ) + 1) * multiplets n u d
      = ((u : ℤ) - d + 1) * (n + 1).choose (u + 1) * (n + 1).choose d := by
  have absorb : ∀ k : ℕ, ((n : ℤ) + 1) * n.choose k = (n + 1).choose (k + 1) * (k + 1) := by
    intro k
    exact_mod_cast Nat.add_one_mul_choose_eq n k
  have pascal : ∀ k : ℕ,
      ((n + 1).choose (k + 1) : ℤ) = n.choose k + n.choose (k + 1) := by
    intro k
    exact_mod_cast Nat.choose_succ_succ n k
  cases d with
  | zero =>
    simp only [multiplets, Nat.choose_zero_right]
    push_cast
    linear_combination absorb u
  | succ e =>
    have h1 := absorb u
    have h2 := absorb e
    rw [pascal] at h1 h2
    simp only [multiplets]
    rw [pascal, pascal]
    push_cast
    linear_combination ((n.choose e : ℤ) + n.choose (e + 1)) * h1
      - ((n.choose u : ℤ) + n.choose (u + 1)) * h2
```

Nonnegativity follows by cancelling the positive factor n+1.

```lean
/-- The multiplet number `W(u,d)` is nonnegative whenever `d ≤ u + 1`. -/
theorem multiplets_nonneg (n u d : ℕ) (h : d ≤ u + 1) : 0 ≤ multiplets n u d := by
  have hn : (0 : ℤ) < (n : ℤ) + 1 := by positivity
  have hs : (0 : ℤ) ≤ (u : ℤ) - d + 1 := by omega
  refine le_of_mul_le_mul_left ?_ hn
  rw [mul_zero, weyl_dimension_formula]
  exact mul_nonneg (mul_nonneg hs (Int.natCast_nonneg _)) (Int.natCast_nonneg _)

end SpinMultipletCounting
```

```lean
#print axioms SpinMultipletCounting.sum_multiplets_eq_card_sector
#print axioms SpinMultipletCounting.multiplets_exhaust_determinants
#print axioms SpinMultipletCounting.multiplets_nonneg
```

```
'SpinMultipletCounting.sum_multiplets_eq_card_sector' depends on axioms: [propext, Classical.choice, Quot.sound]
'SpinMultipletCounting.multiplets_exhaust_determinants' depends on axioms: [propext, Classical.choice, Quot.sound]
'SpinMultipletCounting.multiplets_nonneg' depends on axioms: [propext, Classical.choice, Quot.sound]
```
